# Under constant local shifts, the Kleinman-Bylander energy stays at least twice the spread in absolute value

## The correction, its mean and its spread

A semilocal norm-conserving pseudopotential consists of a local potential, common to all angular momenta, and a correction for each angular momentum channel. Let A be the correction in one channel, often written δV_l, and let φ be the normalised pseudo wavefunction of that channel, called the reference state. Inner products are linear in the second argument. Two numbers describe how A acts on φ:

a = ⟨φ, Aφ⟩

s = ‖Aφ − aφ‖

The first is the mean of A in φ. The second, here called the spread, is the standard deviation of A in φ. It vanishes exactly when φ is an eigenvector of A.

The Kleinman-Bylander form replaces A by an operator of rank one,

|Aφ⟩⟨Aφ| / ⟨φ, Aφ⟩,

which requires a ≠ 0. Written with the normalised projector χ = Aφ/‖Aφ‖, it is w |χ⟩⟨χ| with

w = ‖Aφ‖² / ⟨φ, Aφ⟩.

This w is the Kleinman-Bylander energy, the strength of the projector. Some texts leave the projector unnormalised and call 1/⟨φ, Aφ⟩ the coefficient; that number is different.

## Moving a constant into the local potential

The division into a local part and a correction is not unique. If a real constant c is added to the local potential, the correction becomes A − c and the semilocal potential in the channel is unchanged. The separable form built from A − c still acts on φ exactly as A − c does, so φ remains a solution of the reference problem. Its action on other states can change, and so can its strength:

w(c) = ‖(A − c)φ‖² / ⟨φ, (A − c)φ⟩.

How weak can the projector be made by choosing c? For every real c ≠ a,

|w(c)| ≥ 2s, with equality exactly when |a − c| = s.

If s > 0, the energies that can be reached are exactly the real numbers w with |w| ≥ 2s. Two different shifts c and c', both different from a, give the same energy exactly when (a − c)(a − c') = s².

For a channel with a single projector, this limits how far a constant change of the local potential can reduce the strength of the separable term, a quantity that enters the analysis of ghost states.

## Operators, states and hypotheses in Lean

In the file, `E` is the space of states and not an energy. It is any complex inner product space, of finite or infinite dimension. The correction is a linear map `A : E →ₗ[ℂ] E`, defined on every vector of `E`, and `A.IsSymmetric` says that ⟨Aψ, η⟩ = ⟨ψ, Aη⟩ for all vectors ψ and η. A real symmetric matrix is included through its action on complex column vectors. The hypothesis `‖φ‖ = 1` is the normalisation of the reference state.

The definitions `mean`, `spread` and `kbEnergy` correspond to a, s and w. Since `mean` has to be a real number, it is defined as the real part of the inner product; for symmetric A nothing is lost. The map `localShift A c` is A − c. The energy is defined for an arbitrary correction and then applied to the shifted one, so the denominator a − c is derived and not put in by definition.

The bound and its equality case are the two halves of `two_spread_le_abs_kbEnergy`. The range of energies is `exists_shift_iff`, which has the additional hypothesis `0 < spread A φ`. The pairs of shifts with equal energy are described by `kbEnergy_eq_iff`. The condition `c ≠ mean A φ` keeps the denominator away from zero; at c = a Lean's division would return the value 0, which has no physical meaning.

An important restriction of this model is that c is constant. A constant extends over all space, so A − c does not vanish outside the core, whereas in practice the local potential is usually altered by a function of the radius confined to the core region. Such a change can alter the spread itself, so the bound with the original spread need not hold after it. The same c also enters every channel, each of which has its own a and s, so one shift need not be the best for all of them.

## Pythagoras and a perfect square

Write r = Aφ − aφ for the residual and x = a − c for the mean of the shifted correction. Indeed, because ‖φ‖ = 1,

⟨φ, (A − c)φ⟩ = a − c = x.

The spread is unaffected by the shift, since

(A − c)φ − (a − c)φ = Aφ − aφ = r.

Symmetry makes ⟨φ, Aφ⟩ real, and the residual is orthogonal to φ:

⟨φ, r⟩ = ⟨φ, Aφ⟩ − a⟨φ, φ⟩ = a − a = 0.

Since (A − c)φ = r + xφ, Pythagoras gives

‖(A − c)φ‖² = s² + x².

Dividing by x, which is nonzero, gives the energy as a function of the shift:

w = (x² + s²)/x = x + s²/x.

Taking absolute values and multiplying by |x|, one finds |w||x| = |x|² + s², and therefore

(|w| − 2s)|x| = |x|² − 2s|x| + s² = (|x| − s)².

The right side is never negative and |x| is positive, so |w| ≥ 2s. Equality holds exactly when the square vanishes, that is, when |x| = s. If s = 0 this would require x = 0, which is excluded; the bound then reads |w| ≥ 0 and is not reached.

For the range of energies, let s > 0 and let w be a real number with |w| ≥ 2s. The equation

x² − wx + s² = 0

has discriminant w² − 4s² ≥ 0, hence a real root, for instance

x = (w + √(w² − 4s²))/2.

The root is not zero, because x = 0 would give s² = 0. The shift c = a − x then has energy (x² + s²)/x = wx/x = w.

For two shifts, put y = a − c' and subtract the energies:

(x + s²/x) − (y + s²/y) = (x − y)(xy − s²)/(xy).

If c ≠ c', then x ≠ y, and the difference vanishes exactly when xy = s².

## A two-level correction with mean 3 and spread 2

Take A = diag(1, 5) and φ = (1, 1)/√2, in any unit of energy. Then a = (1 + 5)/2 = 3. The residual is (−2, 2)/√2, so s = 2 and the bound is 4. In the list, "squared norm" means ‖(A − c)φ‖² and "mean" means ⟨φ, (A − c)φ⟩.

- Without a shift, ‖Aφ‖² = (1 + 25)/2 = 13 and w = 13/3 ≈ 4.33.
- For c = 1 the correction is diag(0, 4), with squared norm 8 and mean 2, so w = 4.
- For c = 5 it is diag(−4, 0), with squared norm 8 and mean −2, so w = −4.
- For c = 2 it is diag(−1, 3), with squared norm 5 and mean 1, so w = 5.
- For c = −1 it is diag(2, 6), with squared norm 20 and mean 4, so w = 5.

The shifts 1 and 5 lie one spread away from the mean and reach the bound with opposite signs. The shifts 2 and −1 give the same energy, in agreement with (3 − 2)(3 + 1) = 4 = s².

## A reference state of norm 2

Without normalisation the bound can fail. Let the space be ℂ, let A be the identity, and take φ = 2. The definitions then give the mean ⟨φ, Aφ⟩ = 4 and the spread |2 − 4·2| = 6. For c = 0 the energy is 4/4 = 1, far below 2·6 = 12. The energy itself does not depend on the length of φ, but the mean and the spread as defined here do. For the normalised state φ = 1 the spread is 0 and the bound holds.

## The complete Lean file

```lean
import Mathlib

open scoped ComplexConjugate

namespace KleinmanBylanderShift

noncomputable section

variable {E : Type*} [NormedAddCommGroup E] [InnerProductSpace ℂ E]

/-- The nonlocal correction `A - c` that remains when the constant `c` is moved into the
local potential. -/
def localShift (A : E →ₗ[ℂ] E) (c : ℝ) : E →ₗ[ℂ] E := A - (c : ℂ) • LinearMap.id

/-- The mean `Re ⟨φ, A φ⟩` of the correction `A` in the reference state `φ`. -/
def mean (A : E →ₗ[ℂ] E) (φ : E) : ℝ := (inner ℂ φ (A φ)).re

/-- The spread `‖A φ - a φ‖` of the correction `A` in the reference state `φ`, where `a` is
the mean. -/
def spread (A : E →ₗ[ℂ] E) (φ : E) : ℝ := ‖A φ - (mean A φ : ℂ) • φ‖

/-- The Kleinman-Bylander energy `‖A φ‖² / Re ⟨φ, A φ⟩`, meaningful when `A` is symmetric and its
mean in `φ` is nonzero; the inner product is then real. -/
def kbEnergy (A : E →ₗ[ℂ] E) (φ : E) : ℝ := ‖A φ‖ ^ 2 / mean A φ

/-- The shifted correction acts on a state as `A φ - c φ`. -/
theorem localShift_apply (A : E →ₗ[ℂ] E) (c : ℝ) (φ : E) :
    localShift A c φ = A φ - (c : ℂ) • φ := by
  simp [localShift]

/-- In a normalised state, a constant local shift `c` lowers the mean by `c`. -/
theorem mean_localShift (A : E →ₗ[ℂ] E) {φ : E} (hφ : ‖φ‖ = 1) (c : ℝ) :
    mean (localShift A c) φ = mean A φ - c := by
  have h1 : inner ℂ φ φ = (1 : ℂ) := by
    rw [inner_self_eq_norm_sq_to_K, hφ]
    simp
  unfold mean
  rw [localShift_apply, inner_sub_right, inner_smul_right, h1]
  simp

/-- In a normalised state, a constant local shift leaves the spread unchanged. -/
theorem spread_localShift (A : E →ₗ[ℂ] E) {φ : E} (hφ : ‖φ‖ = 1) (c : ℝ) :
    spread (localShift A c) φ = spread A φ := by
  unfold spread
  rw [mean_localShift A hφ, localShift_apply]
  congr 1
  push_cast
  module

/-- For a symmetric correction and a normalised state, `‖(A - c) φ‖²` is the squared spread
plus the squared distance of `c` from the mean. -/
theorem norm_sq_localShift {A : E →ₗ[ℂ] E} (hA : A.IsSymmetric) {φ : E} (hφ : ‖φ‖ = 1)
    (c : ℝ) : ‖localShift A c φ‖ ^ 2 = spread A φ ^ 2 + (mean A φ - c) ^ 2 := by
  have h1 : inner ℂ φ φ = (1 : ℂ) := by
    rw [inner_self_eq_norm_sq_to_K, hφ]
    simp
  -- symmetry makes the expectation value real
  have hreal : (mean A φ : ℂ) = inner ℂ φ (A φ) := by
    apply Complex.conj_eq_iff_re.mp
    rw [inner_conj_symm]
    exact hA φ φ
  -- the residual is orthogonal to the reference state
  have horth : inner ℂ φ (A φ - (mean A φ : ℂ) • φ) = (0 : ℂ) := by
    rw [inner_sub_right, inner_smul_right, h1, ← hreal]
    ring
  have horth' : inner ℂ (A φ - (mean A φ : ℂ) • φ) φ = (0 : ℂ) :=
    inner_eq_zero_symm.mp horth
  have hsplit : localShift A c φ =
      (A φ - (mean A φ : ℂ) • φ) + ((mean A φ - c : ℝ) : ℂ) • φ := by
    rw [localShift_apply]
    push_cast
    module
  rw [hsplit, norm_add_sq (𝕜 := ℂ), inner_smul_right, horth', norm_smul, hφ,
    Complex.norm_real, Real.norm_eq_abs, mul_one, sq_abs]
  simp [spread]

/-- For a symmetric correction with mean `a` and spread `s` in a normalised state, the
Kleinman-Bylander energy `w` after a shift `c ≠ a` obeys `w (a - c) = (a - c)² + s²`. -/
theorem kbEnergy_mul {A : E →ₗ[ℂ] E} (hA : A.IsSymmetric) {φ : E} (hφ : ‖φ‖ = 1)
    {c : ℝ} (hc : c ≠ mean A φ) :
    kbEnergy (localShift A c) φ * (mean A φ - c) = (mean A φ - c) ^ 2 + spread A φ ^ 2 := by
  unfold kbEnergy
  rw [mean_localShift A hφ, norm_sq_localShift hA hφ,
    div_mul_cancel₀ _ (sub_ne_zero.mpr hc.symm)]
  ring

/-- For a symmetric correction and a normalised state, no constant local shift `c` other than
the mean brings the Kleinman-Bylander energy below twice the spread in absolute value; the
bound is reached exactly when `c` lies one spread away from the mean. -/
theorem two_spread_le_abs_kbEnergy {A : E →ₗ[ℂ] E} (hA : A.IsSymmetric) {φ : E}
    (hφ : ‖φ‖ = 1) {c : ℝ} (hc : c ≠ mean A φ) :
    2 * spread A φ ≤ |kbEnergy (localShift A c) φ| ∧
      (|kbEnergy (localShift A c) φ| = 2 * spread A φ ↔ |mean A φ - c| = spread A φ) := by
  have hy : 0 < |mean A φ - c| := abs_pos.mpr (sub_ne_zero.mpr hc.symm)
  have habs : |kbEnergy (localShift A c) φ| * |mean A φ - c| =
      |mean A φ - c| ^ 2 + spread A φ ^ 2 := by
    rw [← abs_mul, kbEnergy_mul hA hφ hc, sq_abs]
    exact abs_of_nonneg (by positivity)
  -- the excess over the bound is a perfect square
  have key : (|kbEnergy (localShift A c) φ| - 2 * spread A φ) * |mean A φ - c| =
      (|mean A φ - c| - spread A φ) ^ 2 := by
    linear_combination habs
  refine ⟨?_, ?_, ?_⟩
  · have h0 : 0 ≤ (|kbEnergy (localShift A c) φ| - 2 * spread A φ) * |mean A φ - c| := by
      rw [key]
      positivity
    exact sub_nonneg.mp (nonneg_of_mul_nonneg_left h0 hy)
  · intro h
    rw [h, sub_self, zero_mul] at key
    exact sub_eq_zero.mp (pow_eq_zero_iff (two_ne_zero)|>.mp key.symm)
  · intro h
    have h0 : (|kbEnergy (localShift A c) φ| - 2 * spread A φ) * |mean A φ - c| = 0 := by
      rw [key, h]
      ring
    exact sub_eq_zero.mp ((mul_eq_zero.mp h0).resolve_right hy.ne')

/-- For a symmetric correction with nonzero spread in a normalised state, the energies
reachable by constant local shifts away from the mean are exactly the real numbers of absolute
value at least twice the spread. -/
theorem exists_shift_iff {A : E →ₗ[ℂ] E} (hA : A.IsSymmetric) {φ : E} (hφ : ‖φ‖ = 1)
    (hs : 0 < spread A φ) (w : ℝ) :
    (∃ c : ℝ, c ≠ mean A φ ∧ kbEnergy (localShift A c) φ = w) ↔ 2 * spread A φ ≤ |w| := by
  constructor
  · rintro ⟨c, hc, rfl⟩
    exact (two_spread_le_abs_kbEnergy hA hφ hc).1
  · intro hw
    have hd : 0 ≤ w ^ 2 - 4 * spread A φ ^ 2 := by
      have h2 := sq_abs w
      nlinarith
    -- a root of x² - w x + s² = 0 is the required value of the mean minus the shift
    obtain ⟨x, hx⟩ : ∃ x : ℝ, x ^ 2 + spread A φ ^ 2 = w * x := by
      refine ⟨(w + √(w ^ 2 - 4 * spread A φ ^ 2)) / 2, ?_⟩
      linear_combination (1 / 4 : ℝ) * Real.sq_sqrt hd
    have hx0 : x ≠ 0 := by
      rintro rfl
      nlinarith [pow_pos hs 2]
    have hc : mean A φ - x ≠ mean A φ := fun h => hx0 (by linarith)
    refine ⟨mean A φ - x, hc, mul_right_cancel₀ hx0 ?_⟩
    have h := kbEnergy_mul hA hφ hc
    rw [sub_sub_cancel] at h
    rw [h, hx]

/-- For a symmetric correction and a normalised state, two different shifts `c` and `c'`, both
different from the mean `a`, give the same Kleinman-Bylander energy exactly when
`(a - c) (a - c')` is the squared spread. -/
theorem kbEnergy_eq_iff {A : E →ₗ[ℂ] E} (hA : A.IsSymmetric) {φ : E} (hφ : ‖φ‖ = 1)
    {c c' : ℝ} (hc : c ≠ mean A φ) (hc' : c' ≠ mean A φ) (hne : c ≠ c') :
    kbEnergy (localShift A c) φ = kbEnergy (localShift A c') φ ↔
      (mean A φ - c) * (mean A φ - c') = spread A φ ^ 2 := by
  have key : (kbEnergy (localShift A c) φ - kbEnergy (localShift A c') φ) *
      ((mean A φ - c) * (mean A φ - c')) =
      (c' - c) * ((mean A φ - c) * (mean A φ - c') - spread A φ ^ 2) := by
    linear_combination (mean A φ - c') * kbEnergy_mul hA hφ hc -
      (mean A φ - c) * kbEnergy_mul hA hφ hc'
  constructor
  · intro h
    rw [h, sub_self, zero_mul] at key
    exact sub_eq_zero.mp ((mul_eq_zero.mp key.symm).resolve_left (sub_ne_zero.mpr hne.symm))
  · intro h
    rw [sub_eq_zero.mpr h, mul_zero] at key
    exact sub_eq_zero.mp ((mul_eq_zero.mp key).resolve_right
      (mul_ne_zero (sub_ne_zero.mpr hc.symm) (sub_ne_zero.mpr hc'.symm)))

end

end KleinmanBylanderShift
```

```lean
#print axioms KleinmanBylanderShift.spread_localShift
#print axioms KleinmanBylanderShift.two_spread_le_abs_kbEnergy
#print axioms KleinmanBylanderShift.exists_shift_iff
#print axioms KleinmanBylanderShift.kbEnergy_eq_iff
```

```
'KleinmanBylanderShift.spread_localShift' depends on axioms: [propext, Classical.choice, Quot.sound]
'KleinmanBylanderShift.two_spread_le_abs_kbEnergy' depends on axioms: [propext, Classical.choice, Quot.sound]
'KleinmanBylanderShift.exists_shift_iff' depends on axioms: [propext, Classical.choice, Quot.sound]
'KleinmanBylanderShift.kbEnergy_eq_iff' depends on axioms: [propext, Classical.choice, Quot.sound]
```

## From the orthogonal residual to the three theorems

The lemmas `mean_localShift` and `spread_localShift` establish the effect of a shift on the two numbers a and s. The first expands the inner product and uses ⟨φ, φ⟩ = 1. The second reduces to the identity (A − c)φ − (a − c)φ = Aφ − aφ, which `module` verifies. Later proofs use only the first of the two; the second records that the spread in the bound is the same whichever constant has already been moved.

The geometric step is `norm_sq_localShift`. Its `hreal` derives the reality of ⟨φ, Aφ⟩ from symmetry, `horth` shows that the residual is orthogonal to φ, and `hsplit` writes (A − c)φ as r + xφ. The expansion `norm_add_sq` then gives s² + x², because the cross term vanishes. That cross term contains only the real part of ⟨r, φ⟩, which is zero by the definition of `mean` even for a non-symmetric map. Symmetry is thus the physical assumption on A, and the norm identity would survive without it.

The lemma `kbEnergy_mul` states the energy formula without a fraction, as wx = x² + s². The three main theorems all rest on it.

In `two_spread_le_abs_kbEnergy`, `habs` is the formula in absolute values and `key` is the perfect-square identity, obtained from `habs` by `linear_combination`. The bound follows by cancelling the positive factor |x|. For the equality case, one direction sets |w| = 2s in `key` and concludes that the square is zero; the other sets |x| = s and cancels |x| again.

In `exists_shift_iff`, the forward direction is the bound just proved. The reverse direction supplies the root with the plus sign, checks it with `Real.sq_sqrt`, and uses s > 0 to show that it is nonzero. Taking c = a − x and cancelling x in `kbEnergy_mul` gives the required energy.

In `kbEnergy_eq_iff`, the identity `key` is the subtraction of the two energies after multiplication by xy, with x − y written as c' − c. Each direction sets one side to zero and removes the factors known to be nonzero: c' − c in one direction, xy in the other.
